# Polynomial interpolation at n + 1 equispaced nodes can amplify data noise by a factor of at least 2ⁿ/(4n²)

## How much noise can equispaced interpolation amplify?

Take the nodes 0, 1, …, n with n ≥ 1, and let l_j be the polynomial of degree n that equals 1 at node j and 0 at the other nodes. The polynomial through data y_0, …, y_n is then the sum of the y_j l_j. I understand that at the point 1/2 each |l_j| is at least C(n,j)/(4n²), so that data no larger than ε can give an interpolant of size ε2ⁿ/(4n²). Adding equispaced points would then make the worst-case noise grow exponentially. I would like to see a complete proof of this, with the constant, and have it checked by Lean. Does it also hold on a fixed interval, where more points mean a finer grid?

## At least 2ⁿ/(4n²), halfway between the first two nodes

Let the nodes be x_i = a + ih for i = 0, …, n, with real origin a and spacing h ≠ 0. Your case is a = 0, h = 1. The basis polynomials are

l_j(x) = ∏ (x − x_i)/(x_j − x_i), with the product over all i ≠ j from 0 to n.

The Lebesgue function is

Λ(x) = |l_0(x)| + … + |l_n(x)|,

and p_y = y_0 l_0 + … + y_n l_n denotes the interpolant of the data y. The lower bounds below are taken at x = a + h/2, the midpoint of the first two nodes.

### From node distances to 2ⁿ

Put x = a + th. The origin and the spacing cancel in every factor:

l_j(a + th) = ∏ (t − i)/(j − i), over i ≠ j.

The distances from j to the nodes on its left multiply to j!, and those to the nodes on its right to (n−j)!. The denominator therefore has absolute value j!(n−j)!.

For the numerator at t = 1/2, let P_n be the product of |1/2 − i| over all i = 0, …, n. For n ≥ 1,

n!(n − 1/2) ≤ 4n² P_n.

At n = 1 this reads 1/2 ≤ 1, since P_1 = 1/4. Suppose that it holds for n, and multiply by n + 1:

4n²(n + 1)P_n ≥ n!(n − 1/2)(n + 1) = n!(n² + (n − 1)/2) ≥ n! n².

Dividing by n² gives n! ≤ 4(n + 1)P_n. Since P_(n+1) = (n + 1/2)P_n, multiplying by (n + 1)(n + 1/2) gives the claim for n + 1:

(n + 1)!(n + 1/2) ≤ 4(n + 1)² P_(n+1).

The numerator of |l_j| is the product Q_j that remains when the factor |1/2 − j| is removed from P_n. That factor is at most n − 1/2, so P_n ≤ (n − 1/2)Q_j. Cancelling the positive number n − 1/2 leaves n! ≤ 4n² Q_j, and division by j!(n−j)! gives

C(n,j) ≤ 4n² |l_j(a + h/2)|.

The binomial coefficients sum to 2ⁿ, hence

2ⁿ ≤ 4n² Λ(a + h/2).

### Errors with matched signs

Let f be the original data and g the perturbed data, with |g_j − f_j| ≤ ε for every j. By linearity,

p_g(x) − p_f(x) = Σ (g_j − f_j) l_j(x).

The absolute value is at most εΛ(x). It equals εΛ(x) when each error is +ε or −ε with the sign of l_j(x), because all terms then add up. At the midpoint this change is at least ε2ⁿ/(4n²). With f = 0, it is the size of the interpolant itself.

On a fixed interval [a,b] the spacing is h = (b − a)/n. The bound does not depend on h, and 2ⁿ/n² grows without limit, so the answer to your last question is yes.

### The Lean file

```lean
import Mathlib

open Polynomial Filter

namespace EquispacedNoise

noncomputable section

/-- The equispaced node number `i`, with origin `a` and spacing `h`. -/
def node (a h : ℝ) (i : ℕ) : ℝ := a + i * h

/-- The Lagrange basis polynomial `l_j` on the nodes `0, ..., n`, for spacing `h ≠ 0`
and `j ≤ n`. -/
def cardinal (a h : ℝ) (n j : ℕ) : ℝ[X] :=
  Lagrange.basis (Finset.range (n + 1)) (node a h) j

/-- The Lebesgue function: the sum of `|l_j(x)|` over the nodes, for spacing `h ≠ 0`. -/
def lebesgue (a h : ℝ) (n : ℕ) (x : ℝ) : ℝ :=
  ∑ j ∈ Finset.range (n + 1), |(cardinal a h n j).eval x|

/-- The polynomial interpolating the data `y` at the nodes `0, ..., n`, for spacing `h ≠ 0`. -/
def interpolant (a h : ℝ) (n : ℕ) (y : ℕ → ℝ) : ℝ[X] :=
  Lagrange.interpolate (Finset.range (n + 1)) (node a h) y

/-- For nonzero spacing the interpolant has degree at most `n` and reproduces the data at
the nodes `0, ..., n`. -/
theorem interpolant_spec {a h : ℝ} (hh : h ≠ 0) (n : ℕ) (y : ℕ → ℝ) :
    (interpolant a h n y).degree < ((n + 1 : ℕ) : WithBot ℕ) ∧
      ∀ j ≤ n, (interpolant a h n y).eval (node a h j) = y j := by
  have inj : Set.InjOn (node a h) (Finset.range (n + 1)) := by
    intro i _ k _ e
    have e' : a + (i : ℝ) * h = a + (k : ℝ) * h := e
    have e2 : (i : ℝ) = k := mul_right_cancel₀ hh (by linarith)
    exact_mod_cast e2
  constructor
  · have hd := Lagrange.degree_interpolate_lt y inj
    rw [Finset.card_range] at hd
    exact hd
  · intro j hj
    exact Lagrange.eval_interpolate_at_node y inj (Finset.mem_range.mpr (by omega))

/-- In units of the nonzero spacing, the basis polynomials take values independent of the
origin and the spacing. -/
theorem cardinal_eval {a h : ℝ} (hh : h ≠ 0) (n j : ℕ) (t : ℝ) :
    (cardinal a h n j).eval (a + t * h) =
      ∏ i ∈ (Finset.range (n + 1)).erase j, (t - i) / ((j : ℝ) - i) := by
  unfold cardinal Lagrange.basis
  rw [Polynomial.eval_prod]
  refine Finset.prod_congr rfl fun i _ => ?_
  have e1 : node a h j - node a h i = ((j : ℝ) - i) * h := by unfold node; ring
  have e2 : a + t * h - node a h i = (t - i) * h := by unfold node; ring
  simp only [Lagrange.basisDivisor, eval_mul, eval_C, eval_sub, eval_X]
  rw [e1, e2, inv_mul_eq_div, mul_div_mul_right _ _ hh]

/-- The distances from node `j ≤ n` to all other nodes, in units of the spacing, multiply to
`j! (n-j)!`. -/
theorem prod_distances {n j : ℕ} (hj : j ≤ n) :
    ∏ i ∈ (Finset.range (n + 1)).erase j, |(j : ℝ) - i| =
      (j.factorial : ℝ) * ((n - j).factorial : ℝ) := by
  obtain ⟨m, rfl⟩ := Nat.exists_eq_add_of_le hj
  clear hj
  rw [Nat.add_sub_cancel_left]
  induction m with
  | zero =>
    -- only the nodes to the left of `j` are present
    have hs : (Finset.range (j + 0 + 1)).erase j = Finset.range j := by
      ext i
      simp only [Finset.mem_erase, Finset.mem_range]
      omega
    rw [hs, Nat.factorial_zero, Nat.cast_one, mul_one]
    induction j with
    | zero => simp
    | succ j ih =>
      have hs' : (Finset.range (j + 0 + 1)).erase j = Finset.range j := by
        ext i
        simp only [Finset.mem_erase, Finset.mem_range]
        omega
      have hp : ∏ i ∈ Finset.range j, |((j + 1 : ℕ) : ℝ) - ((i + 1 : ℕ) : ℝ)| =
          ∏ i ∈ Finset.range j, |(j : ℝ) - i| := by
        refine Finset.prod_congr rfl fun i _ => ?_
        congr 1
        push_cast
        ring
      rw [Finset.prod_range_succ', hp, ih hs', Nat.cast_zero, sub_zero, Nat.abs_cast,
        Nat.factorial_succ, Nat.cast_mul, mul_comm]
  | succ m ih =>
    -- one more node on the right, at distance `m + 1`
    have hs : (Finset.range (j + (m + 1) + 1)).erase j =
        insert (j + m + 1) ((Finset.range (j + m + 1)).erase j) := by
      ext i
      simp only [Finset.mem_insert, Finset.mem_erase, Finset.mem_range]
      omega
    have hd : |(j : ℝ) - ((j + m + 1 : ℕ) : ℝ)| = (m : ℝ) + 1 := by
      have e : (j : ℝ) - ((j + m + 1 : ℕ) : ℝ) = -((m : ℝ) + 1) := by push_cast; ring
      rw [e, abs_neg, abs_of_nonneg (by positivity)]
    rw [hs, Finset.prod_insert (by simp), ih, hd, Nat.factorial_succ]
    push_cast
    ring

/-- A lower bound, for `n ≥ 1`, on the product of the distances from the point `1/2` to the
nodes `0, 1, ..., n`. -/
theorem node_product_lower {n : ℕ} (hn : 1 ≤ n) :
    (n.factorial : ℝ) * ((n : ℝ) - 1 / 2) ≤
      4 * (n : ℝ) ^ 2 * ∏ i ∈ Finset.range (n + 1), |(1 / 2 : ℝ) - i| := by
  induction n, hn using Nat.le_induction with
  | base =>
    have h0 : |(1 / 2 : ℝ) - ((0 : ℕ) : ℝ)| = 1 / 2 := by
      rw [Nat.cast_zero, sub_zero]
      exact abs_of_pos (by norm_num)
    have h1 : |(1 / 2 : ℝ) - ((1 : ℕ) : ℝ)| = 1 / 2 := by
      rw [Nat.cast_one, abs_of_neg (by norm_num)]
      norm_num
    rw [Finset.prod_range_succ, Finset.prod_range_one, h0, h1]
    norm_num [Nat.factorial]
  | succ n hn ih =>
    have hn' : (1 : ℝ) ≤ n := by exact_mod_cast hn
    have hF : (0 : ℝ) ≤ (n.factorial : ℝ) := Nat.cast_nonneg _
    have hd : |(1 / 2 : ℝ) - ((n + 1 : ℕ) : ℝ)| = (n : ℝ) + 1 / 2 := by
      push_cast
      rw [abs_of_neg (by linarith)]
      ring
    rw [Finset.prod_range_succ, hd, Nat.factorial_succ]
    push_cast
    set P := ∏ i ∈ Finset.range (n + 1), |(1 / 2 : ℝ) - i|
    have key : (n.factorial : ℝ) ≤ 4 * ((n : ℝ) + 1) * P := by
      refine le_of_mul_le_mul_left (a := (n : ℝ) ^ 2) ?_ (by positivity)
      nlinarith [mul_le_mul_of_nonneg_left ih (by linarith : (0 : ℝ) ≤ (n : ℝ) + 1),
        mul_nonneg hF (by linarith : (0 : ℝ) ≤ (n : ℝ) - 1)]
    nlinarith [mul_le_mul_of_nonneg_left key
      (by positivity : (0 : ℝ) ≤ ((n : ℝ) + 1) * ((n : ℝ) + 1 / 2))]

/-- Midway between the first two of `n + 1` equispaced nodes, with `n ≥ 1` and nonzero
spacing, `|l_j|` is at least `C(n,j) / (4n²)` for each `j ≤ n`. -/
theorem cardinal_lower {a h : ℝ} (hh : h ≠ 0) {n j : ℕ} (hn : 1 ≤ n) (hj : j ≤ n) :
    (n.choose j : ℝ) ≤ 4 * (n : ℝ) ^ 2 * |(cardinal a h n j).eval (a + h / 2)| := by
  have hx : a + h / 2 = a + 1 / 2 * h := by ring
  have hD : (0 : ℝ) < (j.factorial : ℝ) * ((n - j).factorial : ℝ) := by positivity
  have hc : (n.choose j : ℝ) * ((j.factorial : ℝ) * ((n - j).factorial : ℝ)) =
      (n.factorial : ℝ) := by
    rw [← mul_assoc]
    exact_mod_cast Nat.choose_mul_factorial_mul_factorial hj
  rw [hx, cardinal_eval hh, Finset.abs_prod]
  simp only [abs_div]
  rw [Finset.prod_div_distrib, prod_distances hj, ← mul_div_assoc, le_div_iff₀ hD, hc]
  have hP := node_product_lower hn
  rw [← Finset.prod_erase_mul (Finset.range (n + 1)) (fun i : ℕ => |(1 / 2 : ℝ) - i|)
    (Finset.mem_range.mpr (by omega : j < n + 1))] at hP
  have hQ : 0 ≤ ∏ i ∈ (Finset.range (n + 1)).erase j, |(1 / 2 : ℝ) - i| :=
    Finset.prod_nonneg fun i _ => abs_nonneg _
  set Q := ∏ i ∈ (Finset.range (n + 1)).erase j, |(1 / 2 : ℝ) - i|
  have hn' : (1 : ℝ) ≤ n := by exact_mod_cast hn
  have hj' : (j : ℝ) ≤ n := by exact_mod_cast hj
  have hj0 : (0 : ℝ) ≤ j := Nat.cast_nonneg _
  -- the missing factor is at most `n - 1/2`
  have hd : |(1 / 2 : ℝ) - j| ≤ (n : ℝ) - 1 / 2 :=
    abs_le.mpr ⟨by linarith, by linarith⟩
  have hm := mul_le_mul_of_nonneg_left hd
    (by positivity : (0 : ℝ) ≤ 4 * (n : ℝ) ^ 2 * Q)
  refine le_of_mul_le_mul_right (a := (n : ℝ) - 1 / 2) ?_ (by linarith)
  linarith

/-- For `n ≥ 1` and nonzero spacing, the Lebesgue function midway between the first two nodes
is at least `2^n / (4n²)`. -/
theorem lebesgue_lower {a h : ℝ} (hh : h ≠ 0) {n : ℕ} (hn : 1 ≤ n) :
    (2 : ℝ) ^ n ≤ 4 * (n : ℝ) ^ 2 * lebesgue a h n (a + h / 2) := by
  have hs : ∑ j ∈ Finset.range (n + 1), (n.choose j : ℝ) = 2 ^ n := by
    exact_mod_cast Nat.sum_range_choose n
  rw [← hs, lebesgue, Finset.mul_sum]
  refine Finset.sum_le_sum fun j hj => cardinal_lower hh hn ?_
  have := Finset.mem_range.mp hj
  omega

/-- The change of the interpolant is the sum of the data errors weighted by the basis
polynomials. -/
theorem interpolant_sub (a h : ℝ) (n : ℕ) (f g : ℕ → ℝ) (x : ℝ) :
    (interpolant a h n g).eval x - (interpolant a h n f).eval x =
      ∑ j ∈ Finset.range (n + 1), (g j - f j) * (cardinal a h n j).eval x := by
  simp only [interpolant, cardinal, Lagrange.interpolate_apply, Polynomial.eval_finsetSum, eval_mul,
    eval_C]
  rw [← Finset.sum_sub_distrib]
  exact Finset.sum_congr rfl fun j _ => by ring

/-- For noise of size at most `ε ≥ 0`, the largest change of the interpolant at `x` is `ε`
times the Lebesgue function. -/
theorem worst_noise (a h : ℝ) (n : ℕ) (f : ℕ → ℝ) (x : ℝ) {ε : ℝ} (hε : 0 ≤ ε) :
    IsGreatest {d : ℝ | ∃ g : ℕ → ℝ, (∀ j, |g j - f j| ≤ ε) ∧
      d = |(interpolant a h n g).eval x - (interpolant a h n f).eval x|}
      (ε * lebesgue a h n x) := by
  constructor
  · -- choose the sign of each error to match the sign of `l_j(x)`
    refine ⟨fun j => f j + if 0 ≤ (cardinal a h n j).eval x then ε else -ε, ?_, ?_⟩
    · intro j
      rw [add_sub_cancel_left]
      split_ifs
      · exact (abs_of_nonneg hε).le
      · rw [abs_neg]
        exact (abs_of_nonneg hε).le
    · have hs : ∑ j ∈ Finset.range (n + 1),
          ((f j + if 0 ≤ (cardinal a h n j).eval x then ε else -ε) - f j) *
            (cardinal a h n j).eval x = ε * lebesgue a h n x := by
        rw [lebesgue, Finset.mul_sum]
        refine Finset.sum_congr rfl fun j _ => ?_
        rw [add_sub_cancel_left]
        split_ifs with hp
        · rw [abs_of_nonneg hp]
        · rw [abs_of_neg (not_le.mp hp)]
          ring
      rw [interpolant_sub, hs, abs_of_nonneg]
      exact mul_nonneg hε (Finset.sum_nonneg fun j _ => abs_nonneg _)
  · rintro d ⟨g, hg, rfl⟩
    rw [interpolant_sub, lebesgue, Finset.mul_sum]
    refine (Finset.abs_sum_le_sum_abs _ _).trans (Finset.sum_le_sum fun j _ => ?_)
    rw [abs_mul]
    exact mul_le_mul_of_nonneg_right (hg j) (abs_nonneg _)

/-- For `n ≥ 1`, nonzero spacing and any data, some noise of size at most `ε ≥ 0` changes the
interpolant midway between the first two nodes by at least `ε 2^n / (4n²)`. -/
theorem noise_amplification {a h : ℝ} (hh : h ≠ 0) {n : ℕ} (hn : 1 ≤ n) (f : ℕ → ℝ)
    {ε : ℝ} (hε : 0 ≤ ε) :
    ∃ g : ℕ → ℝ, (∀ j, |g j - f j| ≤ ε) ∧
      ε * 2 ^ n ≤ 4 * (n : ℝ) ^ 2 *
        |(interpolant a h n g).eval (a + h / 2) - (interpolant a h n f).eval (a + h / 2)| := by
  obtain ⟨g, hg, hd⟩ := (worst_noise a h n f (a + h / 2) hε).1
  refine ⟨g, hg, ?_⟩
  rw [← hd]
  have := mul_le_mul_of_nonneg_left (lebesgue_lower (a := a) hh hn) hε
  linarith

/-- Sample a function on `n + 1` equispaced points of a fixed interval `[a,b]`, `a < b`. For
any `ε > 0` and any bound `M`, for all large `n` some noise of size at most `ε` changes the
interpolant by at least `M` midway between the first two nodes. -/
theorem noise_unbounded {a b : ℝ} (hab : a < b) (F : ℝ → ℝ) {ε : ℝ} (hε : 0 < ε) (M : ℝ) :
    ∀ᶠ n : ℕ in atTop, ∃ g : ℕ → ℝ,
      (∀ j, |g j - F (node a ((b - a) / n) j)| ≤ ε) ∧
      M ≤ |(interpolant a ((b - a) / n) n g).eval (a + (b - a) / n / 2) -
        (interpolant a ((b - a) / n) n (fun j => F (node a ((b - a) / n) j))).eval
          (a + (b - a) / n / 2)| := by
  have hM : 0 < 4 * (|M| + 1) := by positivity
  -- the exponential beats the quadratic denominator
  have hlim := tendsto_pow_const_div_const_pow_of_one_lt 2 (one_lt_two : (1 : ℝ) < 2)
  filter_upwards [hlim.eventually_lt_const (div_pos hε hM), eventually_ge_atTop 1]
    with n hsmall hn
  have hh : (b - a) / (n : ℝ) ≠ 0 :=
    div_ne_zero (sub_ne_zero.mpr hab.ne') (Nat.cast_ne_zero.mpr (by omega))
  obtain ⟨g, hg, hd⟩ := noise_amplification (a := a) hh hn
    (fun j => F (node a ((b - a) / n) j)) hε.le
  refine ⟨g, hg, ?_⟩
  rw [div_lt_div_iff₀ (by positivity) hM] at hsmall
  have hlt := lt_of_mul_lt_mul_left
    (lt_of_lt_of_le (by linarith : 4 * (n : ℝ) ^ 2 * (|M| + 1) < ε * 2 ^ n) hd)
    (by positivity)
  linarith [le_abs_self M]

end

end EquispacedNoise
```

```lean
#print axioms EquispacedNoise.interpolant_spec
#print axioms EquispacedNoise.noise_amplification
#print axioms EquispacedNoise.noise_unbounded
```

```
'EquispacedNoise.interpolant_spec' depends on axioms: [propext, Classical.choice, Quot.sound]
'EquispacedNoise.noise_amplification' depends on axioms: [propext, Classical.choice, Quot.sound]
'EquispacedNoise.noise_unbounded' depends on axioms: [propext, Classical.choice, Quot.sound]
```

### What the theorems say about nodes, data and noise

`node a h i` is x_i, `cardinal a h n j` is l_j, `lebesgue a h n x` is Λ(x), and `interpolant a h n y` is p_y. The basis and the interpolant are Mathlib's Lagrange polynomials. `interpolant_spec` confirms that for h ≠ 0 the interpolant has degree at most n (written as degree less than n + 1) and reproduces the data at every node.

Data are functions `ℕ → ℝ`, of which only the entries 0 to n enter the interpolant. The noisy data are a second function `g` with `|g j - f j| ≤ ε` for every `j`, so the noise is the difference g − f.

- `cardinal_lower` and `lebesgue_lower` are the two midpoint bounds. They are written as products, so n ≥ 1 is a real hypothesis: at n = 0 the second would read 1 ≤ 0.
- `worst_noise` says, through `IsGreatest`, that εΛ(x) is the maximum of the change over all admissible noise, at any point x. It is a statement about interpolation when h ≠ 0.
- `noise_amplification` is the main result: for any data `f` and any ε ≥ 0 there is admissible noise that moves the midpoint value by at least ε2ⁿ/(4n²).
- `noise_unbounded` treats samples of an arbitrary function `F` on [a,b]. For any ε > 0 and any `M`, the change reaches `M` for all sufficiently large n. The noise may depend on n, and the midpoint moves towards a as the grid is refined.

These are worst-case statements about the distance between two interpolants. They do not describe typical random noise, nor how well the interpolant of exact data approximates `F`. The lower bound is also weak for small n: 2ⁿ/(4n²) exceeds 1 only from n = 9 on.

An example is a potential-energy curve computed at equally spaced bond lengths, with errors of at most ε in the energies. For n ≥ 9, a single polynomial through all n + 1 points can magnify these errors by at least this factor between the first two bond lengths. This happens when each error has size ε and the sign of l_j at the midpoint. An error that is the same at every bond length is not magnified: it only shifts the curve. The result covers only one variable and says nothing about splines, least-squares fits or Chebyshev nodes.

### Induction, cancellation and the choice of signs in Lean

`cardinal_eval` cancels a and h factor by factor. `prod_distances` writes n = j + m and inducts on m, adding one node on the right each time. Its base case, with only the left-hand nodes present, is an inner induction on j.

`node_product_lower` is the induction for P_n, started at 1 by `Nat.le_induction`. The intermediate inequality `key` is n! ≤ 4(n + 1)P_n, obtained by cancelling n²; `nlinarith` does the remaining algebra.

In `cardinal_lower`, `Finset.prod_erase_mul` splits P_n into Q_j and the removed factor, `hd` bounds that factor by n − 1/2, and `le_of_mul_le_mul_right` cancels n − 1/2. `lebesgue_lower` then sums over j with `Nat.sum_range_choose`.

`interpolant_sub` is the linearity formula. The first half of `worst_noise` builds the matched errors with an `if` on the sign of l_j(x), and the second half is the triangle inequality. `noise_amplification` takes the noise from the first half at the midpoint and inserts `lebesgue_lower`.

For `noise_unbounded`, Mathlib supplies n²/2ⁿ → 0. For large n this gives 4n²(|M| + 1) < ε2ⁿ, and cancelling 4n² against the main bound shows that the change exceeds |M| + 1, and so `M`.
